# Powell damping keeps the curvature along a step at or above one fifth of the model value

Let B be a real symmetric positive definite matrix, s a nonzero vector, y any vector, and ⟨u, v⟩ the dot product. Put a = ⟨s, Bs⟩, b = ⟨s, y⟩ and

    q = 1 if b ≥ a/5,   q = 4a / (5(a − b)) otherwise,
    z = q y + (1 − q) Bs.

Then 0 < q ≤ 1 and ⟨s, z⟩ ≥ a/5. More generally, with 1/5 replaced by a threshold σ, 0 < σ < 1, and the factor 4/5 in q by 1 − σ, one has ⟨s, z⟩ = max(b, σa) > 0.

In a quasi-Newton minimisation of a molecular energy, s is one step in the nuclear coordinates, B the model Hessian and y the measured change of the gradient. The BFGS update relies on positive curvature along the step, which z supplies for a single step with positive definite B; the updated matrix appears in none of the theorems.

## The gradient change y is unrestricted

Vectors are functions `n → ℝ` on a finite index type, so the coordinate space is finite-dimensional; `⬝ᵥ` is the dot product and `*ᵥ` applies a matrix to a vector. No energy function appears. Divided by ⟨s, s⟩, the number a is the model curvature along the direction of s, and b is the measured curvature, an average over the step; b may be negative, as where the surface curves downward.

In Lean 4 with Mathlib:

```lean
import Mathlib

open Matrix

namespace PowellDamping

noncomputable section

variable {n : Type*} [Fintype n]
```

The threshold σ is the fraction of the model curvature that must survive; 1/5 is a conventional choice and is not derived. In the damped case b < σa the factor is q = (1 − σ)a/(a − b).

```lean
/-- Damping factor with threshold `σ` for model curvature `a` and measured curvature `b`:
it is `1` if `b ≥ σ a` and `(1 - σ) a / (a - b)` otherwise. -/
def dampFactor (σ a b : ℝ) : ℝ :=
  if σ * a ≤ b then 1 else (1 - σ) * a / (a - b)
```

The vector z(t) = t y + (1 − t) Bs with real weight t is `blend B s y t`, and z = z(q) is `dampedGrad σ B s y`.

```lean
/-- The mixture `t y + (1 - t) B s` of the measured gradient change `y` and the change `B s`
predicted by the model Hessian `B` for the step `s`. -/
def blend (B : Matrix n n ℝ) (s y : n → ℝ) (t : ℝ) : n → ℝ :=
  t • y + (1 - t) • (B *ᵥ s)

/-- The damped gradient change: the mixture taken at the damping factor for
`a = ⟨s, B s⟩` and `b = ⟨s, y⟩`. -/
def dampedGrad (σ : ℝ) (B : Matrix n n ℝ) (s y : n → ℝ) : n → ℝ :=
  blend B s y (dampFactor σ (s ⬝ᵥ B *ᵥ s) (s ⬝ᵥ y))
```

Linearity of the dot product gives, with no assumption on B, s, y or t,

    ⟨s, z(t)⟩ = t b + (1 − t) a.

```lean
/-- The curvature of the mixture along `s` is the same mixture of the measured and model
curvatures. -/
theorem curvature_blend (B : Matrix n n ℝ) (s y : n → ℝ) (t : ℝ) :
    s ⬝ᵥ blend B s y t = t * (s ⬝ᵥ y) + (1 - t) * (s ⬝ᵥ B *ᵥ s) := by
  unfold blend
  rw [dotProduct_add, dotProduct_smul, dotProduct_smul, smul_eq_mul, smul_eq_mul]
```

## Threshold below one

The condition σ < 1 asks for less curvature than the model itself predicts. For b ≥ σa the factor is 1 and q b + (1 − q) a = b. For b < σa, with a > 0,

    a − b > a − σa = (1 − σ)a > 0.

The numerator of q is positive and smaller than the denominator, so 0 < q < 1. In the proofs `split_ifs` separates the two cases, `hσ` and `ha` enter through `hn`, and `hd` is the positivity of a − b.

```lean
/-- For positive model curvature and threshold below one, the damping factor lies in
`(0, 1]`. -/
theorem dampFactor_pos_le_one {σ a : ℝ} (b : ℝ) (ha : 0 < a) (hσ : σ < 1) :
    0 < dampFactor σ a b ∧ dampFactor σ a b ≤ 1 := by
  unfold dampFactor
  split_ifs with h
  · exact ⟨one_pos, le_rfl⟩
  · have hb : b < σ * a := not_le.mp h
    have hn : 0 < (1 - σ) * a := mul_pos (sub_pos.2 hσ) ha
    -- in the damped branch the denominator exceeds the positive numerator
    have hd : 0 < a - b := by nlinarith
    refine ⟨div_pos hn hd, ?_⟩
    rw [div_le_one hd]
    nlinarith
```

In the damped case q(a − b) = (1 − σ)a, hence

    q b + (1 − q) a = a − q(a − b) = a − (1 − σ)a = σa.

Both cases together give max(b, σa).

```lean
/-- For `a > 0` and `σ < 1`, at the damping factor `q` the mixed curvature `q b + (1 - q) a` equals
the larger of `b` and `σ a`. -/
theorem dampFactor_mix {σ a : ℝ} (b : ℝ) (ha : 0 < a) (hσ : σ < 1) :
    dampFactor σ a b * b + (1 - dampFactor σ a b) * a = max b (σ * a) := by
  unfold dampFactor
  split_ifs with h
  · rw [max_eq_left h]
    ring
  · have hb : b < σ * a := not_le.mp h
    have hn : 0 < (1 - σ) * a := mul_pos (sub_pos.2 hσ) ha
    have hd : 0 < a - b := by nlinarith
    have hq : (1 - σ) * a / (a - b) * (a - b) = (1 - σ) * a := div_mul_cancel₀ _ hd.ne'
    rw [max_eq_right hb.le]
    linear_combination -hq
```

Among weights t ≤ 1 with t b + (1 − t) a ≥ σa, q is the largest. In the undamped case this is t ≤ 1 = q. In the damped case the condition reads t(a − b) ≤ (1 − σ)a, and division by a − b > 0 (`le_div_iff₀ hd`) gives t ≤ q. `IsGreatest` states membership of the set and the upper bound.

```lean
/-- For `a > 0` and `σ < 1`, the damping factor is the largest weight `t ≤ 1` for which the mixed
curvature `t b + (1 - t) a` is at least `σ a`. -/
theorem dampFactor_isGreatest {σ a : ℝ} (b : ℝ) (ha : 0 < a) (hσ : σ < 1) :
    IsGreatest {t : ℝ | t ≤ 1 ∧ σ * a ≤ t * b + (1 - t) * a} (dampFactor σ a b) := by
  refine ⟨⟨(dampFactor_pos_le_one b ha hσ).2, ?_⟩, ?_⟩
  · rw [dampFactor_mix b ha hσ]
    exact le_max_right _ _
  · rintro t ⟨h1, h2⟩
    unfold dampFactor
    split_ifs with h
    · exact h1
    · have hb : b < σ * a := not_le.mp h
      have hn : 0 < (1 - σ) * a := mul_pos (sub_pos.2 hσ) ha
      have hd : 0 < a - b := by nlinarith
      rw [le_div_iff₀ hd]
      nlinarith
```

The failure cases here and below are plain arithmetic offered as illustration, not theorems. At σ = 1 and b < a the factor is 0 and z = Bs discards the measurement. For σ > 1 it is negative when b < a and exceeds 1 when a < b < σa.

## How `linear_combination` removes the fraction

The exact value σa in `dampFactor_mix` carries the curvature bound. The tactic `ring` cannot cancel a − b against its inverse, because that needs a − b ≠ 0. The proof therefore performs the cancellation once, in `hq`, which is q(a − b) = (1 − σ)a, obtained from `div_mul_cancel₀` and `hd.ne'`. Then `linear_combination -hq` subtracts −1 times this equation from the goal and has `ring1` verify

    [q b + (1 − q) a − σa] + [q(a − b) − (1 − σ)a] = 0,

which holds for any value of q.

## Positive definite B, nonzero s, positive σ

`B.PosDef` says that B is symmetric and that the model energy curves upward in every direction, as suits a search for a minimum; `s ≠ 0` says that the geometry moved. The derivation uses the two together only to obtain a > 0, and so does the proof, in the line `ha` via `hB.dotProduct_mulVec_pos hs`. Symmetry plays no further part.

With an indefinite B, as in a saddle-point search, a can be negative. For σ = 1/5 and a = −1, the value b = −2 gives q = −4/5, and b = −1/2 gives q = 8/5. With a semidefinite B, a = 0 and b < 0 give q = 0. For s = 0 one has a = b = 0 and q = 1, so the bound survives as 0 ≥ 0 while strict positivity is lost.

The condition σ > 0 demands real upward curvature. It is used once, in `mul_pos hσ0 ha`, for

    ⟨s, z⟩ ≥ σa > 0.

At σ = 0 and b < 0 the damped curvature is exactly zero. The theorem `damping_general` assembles the range of q, the identity `hz`, the bound `hle` and this positivity.

```lean
/-- For positive definite `B`, `s ≠ 0` and `0 < σ < 1`, the damping factor lies in `(0, 1]`
and the damped curvature `⟨s, z⟩` equals `max ⟨s, y⟩ (σ ⟨s, B s⟩)`, is at least
`σ ⟨s, B s⟩` and is positive. -/
theorem damping_general {σ : ℝ} {B : Matrix n n ℝ} {s : n → ℝ} (y : n → ℝ)
    (hB : B.PosDef) (hs : s ≠ 0) (hσ0 : 0 < σ) (hσ : σ < 1) :
    0 < dampFactor σ (s ⬝ᵥ B *ᵥ s) (s ⬝ᵥ y) ∧ dampFactor σ (s ⬝ᵥ B *ᵥ s) (s ⬝ᵥ y) ≤ 1 ∧
      s ⬝ᵥ dampedGrad σ B s y = max (s ⬝ᵥ y) (σ * (s ⬝ᵥ B *ᵥ s)) ∧
      σ * (s ⬝ᵥ B *ᵥ s) ≤ s ⬝ᵥ dampedGrad σ B s y ∧ 0 < s ⬝ᵥ dampedGrad σ B s y := by
  have ha : 0 < s ⬝ᵥ B *ᵥ s := by simpa using hB.dotProduct_mulVec_pos hs
  have hq := dampFactor_pos_le_one (s ⬝ᵥ y) ha hσ
  have hz : s ⬝ᵥ dampedGrad σ B s y = max (s ⬝ᵥ y) (σ * (s ⬝ᵥ B *ᵥ s)) := by
    unfold dampedGrad
    rw [curvature_blend, dampFactor_mix _ ha hσ]
  have hle : σ * (s ⬝ᵥ B *ᵥ s) ≤ s ⬝ᵥ dampedGrad σ B s y := by
    rw [hz]
    exact le_max_right _ _
  exact ⟨hq.1, hq.2, hz, hle, lt_of_lt_of_le (mul_pos hσ0 ha) hle⟩
```

In `powell_damping` the equations `ha`, `hb`, `hq`, `hz` only name a, b, q and z. The rewriting 4a/(5(a − b)) = (1 − 1/5)a/(a − b) in `e1` identifies q with `dampFactor (1 / 5) a b`, and the general theorem applies.

```lean
/-- Powell damping: for positive definite `B`, `s ≠ 0`, `a = ⟨s, B s⟩`, `b = ⟨s, y⟩` and
`q = 1` if `b ≥ a / 5`, else `q = 4 a / (5 (a - b))`, one has `0 < q ≤ 1` and
`z = q y + (1 - q) B s` satisfies `⟨s, z⟩ ≥ a / 5`. -/
theorem powell_damping {B : Matrix n n ℝ} {s y z : n → ℝ} {a b q : ℝ}
    (hB : B.PosDef) (hs : s ≠ 0) (ha : a = s ⬝ᵥ B *ᵥ s) (hb : b = s ⬝ᵥ y)
    (hq : q = if a / 5 ≤ b then 1 else 4 * a / (5 * (a - b)))
    (hz : z = q • y + (1 - q) • (B *ᵥ s)) :
    0 < q ∧ q ≤ 1 ∧ a / 5 ≤ s ⬝ᵥ z := by
  have e1 : 4 * a / (5 * (a - b)) = (1 - 1 / 5) * a / (a - b) := by
    rw [← div_div (4 * a) 5 (a - b)]
    congr 1
    ring
  have e2 : a / 5 = 1 / 5 * a := by ring
  -- `q` is the damping factor for the threshold `1 / 5`
  have hq' : q = dampFactor (1 / 5) a b := by
    unfold dampFactor
    rw [hq, e1, e2]
  have hz' : z = dampedGrad (1 / 5) B s y := by
    unfold dampedGrad blend
    rw [← ha, ← hb, ← hq', hz]
  obtain ⟨h1, h2, -, h4, -⟩ :=
    damping_general (σ := 1 / 5) y hB hs (by norm_num) (by norm_num)
  rw [← ha, ← hb, ← hq'] at h1 h2
  rw [← ha, ← hz', ← e2] at h4
  exact ⟨h1, h2, h4⟩
```

The measured y is left untouched exactly when b ≥ σa, with σ > 0 not required. If z = y then b = max(b, σa) ≥ σa; conversely b ≥ σa gives q = 1.

```lean
/-- For positive definite `B`, `s ≠ 0` and `σ < 1`, damping leaves the gradient change
unaltered exactly when `⟨s, y⟩ ≥ σ ⟨s, B s⟩`. -/
theorem dampedGrad_eq_iff {σ : ℝ} {B : Matrix n n ℝ} {s : n → ℝ} (y : n → ℝ)
    (hB : B.PosDef) (hs : s ≠ 0) (hσ : σ < 1) :
    dampedGrad σ B s y = y ↔ σ * (s ⬝ᵥ B *ᵥ s) ≤ s ⬝ᵥ y := by
  have ha : 0 < s ⬝ᵥ B *ᵥ s := by simpa using hB.dotProduct_mulVec_pos hs
  constructor
  · intro h
    have hz : s ⬝ᵥ dampedGrad σ B s y = max (s ⬝ᵥ y) (σ * (s ⬝ᵥ B *ᵥ s)) := by
      unfold dampedGrad
      rw [curvature_blend, dampFactor_mix _ ha hσ]
    rw [h] at hz
    exact (le_max_right _ _).trans hz.ge
  · intro h
    unfold dampedGrad blend dampFactor
    rw [if_pos h]
    simp
```

## The curvature bound on competing weights

The assumption `ht` admits every real t, also above 1, for which ⟨s, z(t)⟩ ≥ σa. Since

    z(t) − y = (1 − t)(Bs − y),

the squared distance from y is (1 − t)² D with D = ⟨Bs − y, Bs − y⟩ ≥ 0; these are `hsub` and `hD`. It suffices to show (1 − q)² ≤ (1 − t)², which is `key`. For q = 1 the left side vanishes. In the damped case a weight t > 1 would give

    t b + (1 − t) a = b − (t − 1)(a − b) < b < σa,

contradicting `ht`. So t ≤ 1, maximality gives t ≤ q ≤ 1, and 0 ≤ 1 − q ≤ 1 − t. Without `ht`, t = 1 would reach distance zero. The comparison covers only the line through y and Bs, not all vectors that meet the bound, and uniqueness is not asserted.

```lean
/-- For positive definite `B`, `s ≠ 0` and `σ < 1`, every mixture `t y + (1 - t) B s` with
real `t` and curvature at least `σ ⟨s, B s⟩` is at least as far from `y`, in squared
Euclidean distance, as the damped gradient change. -/
theorem dampedGrad_nearest {σ t : ℝ} {B : Matrix n n ℝ} {s y : n → ℝ}
    (hB : B.PosDef) (hs : s ≠ 0) (hσ : σ < 1)
    (ht : σ * (s ⬝ᵥ B *ᵥ s) ≤ s ⬝ᵥ blend B s y t) :
    (dampedGrad σ B s y - y) ⬝ᵥ (dampedGrad σ B s y - y)
      ≤ (blend B s y t - y) ⬝ᵥ (blend B s y t - y) := by
  have ha : 0 < s ⬝ᵥ B *ᵥ s := by simpa using hB.dotProduct_mulVec_pos hs
  -- every mixture differs from `y` by a multiple of `B s - y`
  have hsub : ∀ u : ℝ, blend B s y u - y = (1 - u) • (B *ᵥ s - y) := by
    intro u
    unfold blend
    module
  have hD : 0 ≤ (B *ᵥ s - y) ⬝ᵥ (B *ᵥ s - y) :=
    Finset.sum_nonneg fun i _ => mul_self_nonneg _
  rw [curvature_blend] at ht
  unfold dampedGrad
  rw [hsub, hsub, smul_dotProduct, dotProduct_smul, smul_dotProduct, dotProduct_smul]
  simp only [smul_eq_mul]
  generalize (B *ᵥ s - y) ⬝ᵥ (B *ᵥ s - y) = D at hD ⊢
  generalize s ⬝ᵥ B *ᵥ s = a at ha ht ⊢
  generalize s ⬝ᵥ y = b at ht ⊢
  have key : (1 - dampFactor σ a b) ^ 2 ≤ (1 - t) ^ 2 := by
    by_cases h : σ * a ≤ b
    · have h1 : dampFactor σ a b = 1 := if_pos h
      rw [h1]
      nlinarith [sq_nonneg (1 - t)]
    · have hb : b < σ * a := not_le.mp h
      have hn : 0 < (1 - σ) * a := mul_pos (sub_pos.2 hσ) ha
      have hd : 0 < a - b := by nlinarith
      -- in the damped branch a weight above one lowers the curvature further
      have ht1 : t ≤ 1 := by
        by_contra hc
        have := mul_pos (sub_pos.2 (not_le.mp hc)) hd
        nlinarith
      have h2 : t ≤ dampFactor σ a b := (dampFactor_isGreatest b ha hσ).2 ⟨ht1, ht⟩
      have h3 := (dampFactor_pos_le_one b ha hσ).2
      exact pow_le_pow_left₀ (by linarith) (by linarith) 2
  nlinarith [mul_le_mul_of_nonneg_right key hD]
```

## A step with negative measured curvature

Take B with rows (2, 1) and (1, 2), the unit step s = (1, 0) and y = (−2, 0). Then Bs = (2, 1), a = 2, b = −2 < 2/5, q = (4/5)·2/4 = 2/5, and

    z = (2/5)(−2, 0) + (3/5)(2, 1) = (2/5, 3/5).

The theorem states this vector; its component along s is 2/5 = a/5.

```lean
/-- For `B = [[2, 1], [1, 2]]`, `s = (1, 0)`, `y = (-2, 0)` and threshold `1 / 5`, the damped
gradient change is `(2/5, 3/5)`. -/
theorem dampedGrad_two_dim :
    dampedGrad (1 / 5) !![2, 1; 1, 2] ![1, 0] ![-2, 0] = ![2 / 5, 3 / 5] := by
  have hB : (!![2, 1; 1, 2] : Matrix (Fin 2) (Fin 2) ℝ) *ᵥ ![1, 0] = ![2, 1] := by
    ext i
    fin_cases i <;> simp [Matrix.mulVec, dotProduct, Fin.sum_univ_two]
  have ha : (![1, 0] : Fin 2 → ℝ) ⬝ᵥ ![2, 1] = 2 := by
    simp [dotProduct, Fin.sum_univ_two]
  have hb : (![1, 0] : Fin 2 → ℝ) ⬝ᵥ ![-2, 0] = -2 := by
    simp [dotProduct, Fin.sum_univ_two]
  have hq : dampFactor (1 / 5) 2 (-2) = 2 / 5 := by
    unfold dampFactor
    rw [if_neg (by norm_num)]
    norm_num
  unfold dampedGrad blend
  rw [hB, ha, hb, hq]
  ext i
  fin_cases i <;> simp <;> norm_num

end

end PowellDamping
```

```lean
#print axioms PowellDamping.powell_damping
#print axioms PowellDamping.dampedGrad_eq_iff
#print axioms PowellDamping.dampedGrad_nearest
#print axioms PowellDamping.dampedGrad_two_dim
```

```
'PowellDamping.powell_damping' depends on axioms: [propext, Classical.choice, Quot.sound]
'PowellDamping.dampedGrad_eq_iff' depends on axioms: [propext, Classical.choice, Quot.sound]
'PowellDamping.dampedGrad_nearest' depends on axioms: [propext, Classical.choice, Quot.sound]
'PowellDamping.dampedGrad_two_dim' depends on axioms: [propext, Classical.choice, Quot.sound]
```
